# Dipole strength between complete levels is independent of polarisation when the dipole components transform irreducibly

## One Cartesian component is enough

To obtain the absorption strength between two degenerate levels of a tetrahedral molecule, one can compute the matrix elements of the \(z\) component of the dipole between all states of the two levels, add their squared moduli, and use the sum for light of any polarisation. The \(x\) and \(y\) components then serve only as a check. Two conditions together justify this step: the symmetry mixes the three dipole components irreducibly, and the sum runs over every state of both levels.

The result below makes this exact for operators on a finite-dimensional state space, such as a finite-basis electronic-structure calculation whose basis spans a space that the symmetry operations map to itself. All matrices refer to an orthonormal basis of that space; overlapping atomic orbitals have to be orthonormalised first.

## Levels, symmetry operations and dipole components

Let \(M_a\) be the dipole components, with \(a\) running over the Cartesian axes. Each symmetry operation \(g\) acts on states by a unitary matrix \(U(g)\) and on the axes by a real orthogonal matrix \(R(g)\). Writing \(X^*\) for the conjugate transpose of a matrix \(X\), we assume the transformation law

\[
U(g)\,M_a\,U(g)^* = \sum_b R(g)_{ba} M_b .
\]

The matrices \(R(g)\) are assumed to have scalar complex commutant: a complex matrix that commutes with all of them is a multiple of the identity. In three dimensions this means that no axis and no plane is left in place by all the symmetry operations, as in the cubic groups. A molecule with a single threefold axis fails the condition, since that axis is distinguished from the plane across it.

The initial and final levels are described by orthogonal projectors \(P\) and \(Q\) that commute with every \(U(g)\). The projector onto a full eigenspace of a Hermitian Hamiltonian that commutes with every \(U(g)\) has this property. The projector onto one arbitrarily chosen state of a degenerate level generally does not.

For light of complex polarisation \(e\), the driving operator is \(A=\sum_a e_a M_a\), and the strength is

\[
I(A)=\sum_{i,j} |(QAP)_{ij}|^2 .
\]

## The absorption tensor is a multiple of the identity

Define \(S_{ab}=\operatorname{tr}(P M_a Q M_b)\). Since \(P\) and \(Q\) commute with \(U=U(g)\), and \(U^*U=1\),

\[
P(UM_aU^*)Q(UM_bU^*) = U\,(P M_a Q M_b)\,U^* .
\]

The trace of the right-hand side is \(S_{ab}\), because the trace is cyclic. Inserting the transformation law on the left gives, with \(R=R(g)\),

\[
S_{ab}=\sum_d\sum_c R_{ca}\,S_{cd}\,R_{db},
\qquad\text{that is}\qquad S=R^{T}SR .
\]

Multiplying from the left by \(R\) and using \(RR^T=1\) yields

\[
RS = RR^{T}SR = SR .
\]

So \(S\) commutes with every \(R(g)\), and the commutant condition gives \(S_{ab}=c\,\delta_{ab}\).

## From the tensor to any polarisation

Because \(P\) and \(Q\) are Hermitian and idempotent,

\[
I(A)=\operatorname{tr}\big((QAP)^*QAP\big)=\operatorname{tr}(PA^*QQAP)=\operatorname{tr}(PA^*QA).
\]

For Hermitian \(M_a\) we have \(A^*=\sum_a \overline{e_a}M_a\), and therefore

\[
I(A)=\sum_b\sum_a \overline{e_a}\,S_{ab}\,e_b = c\sum_a |e_a|^2 .
\]

Taking \(A=M_a\) shows that \(I(M_a)=c\) for each axis. With \(N\) axes this gives

\[
N\,I(A)=\Big(\sum_a|e_a|^2\Big)\sum_a I(M_a).
\]

For \(N=3\) and a normalised \(e\), linear or circular, the strength is the mean of the three axis strengths.

## How the Lean definitions encode the physics

The types `n`, `ι` and `G` label basis states, Cartesian components and symmetry operations. The first two are finite; `G` is an arbitrary type without a group structure, so it is enough to supply generators. The matrices `U g` need not multiply like a representation, which also admits spin rotations defined only up to a phase.

`IsVectorOperator U R M` collects unitarity, orthogonality, the transformation law and the commutant condition. The entry `R g b a` fixes the convention \(R_{ba}\) used above, and `cplx` reads a real matrix as a complex one. `IsLevelProjector U P` says that `P` is an orthogonal projector commuting with all `U g`. `absorptionTensor`, `dipole` and `strength` are \(S\), \(A\) and \(I\).

`tensor_isotropic` states \(\operatorname{tr}(PM_aQM_b)=c\,\delta_{ab}\) for any number of components. Besides `IsVectorOperator`, it needs only that `P` and `Q` commute with the symmetry operations; they need not be projectors, and the `M a` need not be Hermitian. Those assumptions enter in `strength_polarisation`, which is the identity with the factor \(N\), and in `absorption_independent_of_polarisation`, its three-dimensional form for normalised `e`.

No Hamiltonian appears, and the strength carries no frequency factor, population or line shape. The commutant condition is a hypothesis: for a concrete symmetry it has to be verified, or obtained from irreducibility over the complex numbers through Schur's lemma.

## The complete file

```lean
import Mathlib

open Matrix

namespace IsotropicAbsorption

noncomputable section

variable {G n ι : Type*} [Fintype n] [DecidableEq n] [Fintype ι] [DecidableEq ι]

/-- A real matrix acting on Cartesian components, read as a complex matrix. -/
def cplx (A : Matrix ι ι ℝ) : Matrix ι ι ℂ := A.map Complex.ofRealHom

/-- The operators `M a` transform under the unitary symmetry operations `U g` as the components
of a vector, through real orthogonal matrices `R g` whose complex commutant is scalar. -/
structure IsVectorOperator (U : G → Matrix n n ℂ) (R : G → Matrix ι ι ℝ)
    (M : ι → Matrix n n ℂ) : Prop where
  unitary : ∀ g, (U g)ᴴ * U g = 1
  orthogonal : ∀ g, R g * (R g)ᵀ = 1
  covariant : ∀ g a, U g * M a * (U g)ᴴ = ∑ b, (R g b a : ℂ) • M b
  irreducible : ∀ X : Matrix ι ι ℂ, (∀ g, X * cplx (R g) = cplx (R g) * X) →
    ∃ c : ℂ, X = c • (1 : Matrix ι ι ℂ)

/-- `P` is an orthogonal projector that commutes with all symmetry operations. -/
structure IsLevelProjector (U : G → Matrix n n ℂ) (P : Matrix n n ℂ) : Prop where
  hermitian : Pᴴ = P
  idempotent : P * P = P
  commutes : ∀ g, P * U g = U g * P

/-- The absorption tensor `tr(P M_a Q M_b)` between the levels `P` and `Q`. -/
def absorptionTensor (P Q : Matrix n n ℂ) (M : ι → Matrix n n ℂ) : Matrix ι ι ℂ :=
  Matrix.of fun a b => trace (P * M a * Q * M b)

/-- The dipole operator `∑ e_a M_a` for light of complex polarisation `e`. -/
def dipole (M : ι → Matrix n n ℂ) (e : ι → ℂ) : Matrix n n ℂ := ∑ a, e a • M a

/-- The total strength of the transitions from level `P` to level `Q` driven by `A`:
the sum of the squared moduli of all entries of `Q A P`. -/
def strength (P Q A : Matrix n n ℂ) : ℝ := ∑ i, ∑ j, ‖(Q * A * P) i j‖ ^ 2

omit [DecidableEq n] [DecidableEq ι] in
/-- The trace for two combinations of the dipole components is the bilinear form given by the
absorption tensor. -/
theorem trace_bilinear (P Q : Matrix n n ℂ) (M : ι → Matrix n n ℂ) (x y : ι → ℂ) :
    trace (P * (∑ a, x a • M a) * Q * (∑ b, y b • M b)) =
      ∑ b, ∑ a, x a * absorptionTensor P Q M a b * y b := by
  rw [Matrix.mul_sum, Matrix.trace_sum]
  refine Finset.sum_congr rfl fun b _ => ?_
  rw [Matrix.mul_sum, Matrix.sum_mul, Matrix.sum_mul, Matrix.trace_sum]
  refine Finset.sum_congr rfl fun a _ => ?_
  simp only [Matrix.mul_smul, Matrix.smul_mul, Matrix.trace_smul, smul_eq_mul,
    absorptionTensor, Matrix.of_apply]
  ring

/-- The absorption tensor is unchanged by every symmetry operation. -/
theorem tensor_invariant {U : G → Matrix n n ℂ} {R : G → Matrix ι ι ℝ}
    {M : ι → Matrix n n ℂ} {P Q : Matrix n n ℂ} (h : IsVectorOperator U R M)
    (hP : ∀ g, P * U g = U g * P) (hQ : ∀ g, Q * U g = U g * Q) (g : G) :
    absorptionTensor P Q M = (cplx (R g))ᵀ * absorptionTensor P Q M * cplx (R g) := by
  ext a b
  -- the symmetry operation can be pulled out of the whole product
  have h1 : P * (U g * M a * (U g)ᴴ) * Q * (U g * M b * (U g)ᴴ) =
      U g * (P * M a * Q * M b) * (U g)ᴴ := by
    calc _ = (P * U g) * M a * ((U g)ᴴ * (Q * U g)) * M b * (U g)ᴴ := by
          simp only [Matrix.mul_assoc]
      _ = (U g * P) * M a * (((U g)ᴴ * U g) * Q) * M b * (U g)ᴴ := by
          rw [hP, hQ]; simp only [Matrix.mul_assoc]
      _ = _ := by
          rw [h.unitary, Matrix.one_mul]; simp only [Matrix.mul_assoc]
  calc absorptionTensor P Q M a b
      = trace (P * (U g * M a * (U g)ᴴ) * Q * (U g * M b * (U g)ᴴ)) := by
        rw [h1, Matrix.trace_mul_comm, ← Matrix.mul_assoc, h.unitary, Matrix.one_mul]
        rfl
    _ = ∑ d, ∑ c, (R g c a : ℂ) * absorptionTensor P Q M c d * (R g d b : ℂ) := by
        rw [h.covariant g a, h.covariant g b]
        exact trace_bilinear P Q M (fun c => (R g c a : ℂ)) (fun d => (R g d b : ℂ))
    _ = _ := by simp [Matrix.mul_apply, cplx, Finset.sum_mul]

/-- Between two symmetry-invariant levels the absorption tensor is isotropic:
`tr(P M_a Q M_b) = c δ_ab`. -/
theorem tensor_isotropic {U : G → Matrix n n ℂ} {R : G → Matrix ι ι ℝ}
    {M : ι → Matrix n n ℂ} {P Q : Matrix n n ℂ} (h : IsVectorOperator U R M)
    (hP : ∀ g, P * U g = U g * P) (hQ : ∀ g, Q * U g = U g * Q) :
    ∃ c : ℂ, ∀ a b, trace (P * M a * Q * M b) = if a = b then c else 0 := by
  obtain ⟨c, hc⟩ := h.irreducible (absorptionTensor P Q M) (fun g => by
    have ho : cplx (R g) * (cplx (R g))ᵀ = 1 := by
      unfold cplx
      rw [← Matrix.transpose_map, ← Matrix.map_mul, h.orthogonal,
        Matrix.map_one _ (map_zero _) (map_one _)]
    -- invariance and orthogonality give commutation with `R g`
    symm
    calc cplx (R g) * absorptionTensor P Q M
        = cplx (R g) * ((cplx (R g))ᵀ * absorptionTensor P Q M * cplx (R g)) :=
          congrArg (fun X => cplx (R g) * X) (tensor_invariant h hP hQ g)
      _ = (cplx (R g) * (cplx (R g))ᵀ) * absorptionTensor P Q M * cplx (R g) := by
          simp only [Matrix.mul_assoc]
      _ = _ := by rw [ho, Matrix.one_mul])
  refine ⟨c, fun a b => ?_⟩
  have hab := congrFun (congrFun hc a) b
  simpa [absorptionTensor, Matrix.smul_apply, Matrix.one_apply] using hab

omit [DecidableEq n] in
/-- For orthogonal projectors the total strength is the trace `tr(P A† Q A)`. -/
theorem strength_eq_trace {P Q : Matrix n n ℂ} (hP : Pᴴ = P) (hPP : P * P = P)
    (hQ : Qᴴ = Q) (hQQ : Q * Q = Q) (A : Matrix n n ℂ) :
    (strength P Q A : ℂ) = trace (P * Aᴴ * Q * A) := by
  have h1 : trace ((Q * A * P)ᴴ * (Q * A * P)) = trace (P * Aᴴ * Q * A) := by
    calc _ = trace ((P * Aᴴ * (Q * Q) * A) * P) := by
          rw [conjTranspose_mul, conjTranspose_mul, hP, hQ]
          simp only [Matrix.mul_assoc]
      _ = trace ((P * P) * Aᴴ * Q * A) := by
          rw [Matrix.trace_mul_comm, hQQ]; simp only [Matrix.mul_assoc]
      _ = _ := by rw [hPP]
  rw [← h1]
  unfold strength
  generalize Q * A * P = B
  simp only [Matrix.trace, Matrix.diag_apply, Matrix.mul_apply, Matrix.conjTranspose_apply]
  push_cast
  rw [Finset.sum_comm]
  exact Finset.sum_congr rfl fun j _ => Finset.sum_congr rfl fun i _ =>
    (Complex.conj_mul' (B i j)).symm

/-- The strength for polarisation `e`, times the number of axes, is the squared length of `e`
times the sum of the strengths along the axes. -/
theorem strength_polarisation {U : G → Matrix n n ℂ} {R : G → Matrix ι ι ℝ}
    {M : ι → Matrix n n ℂ} {P Q : Matrix n n ℂ} (h : IsVectorOperator U R M)
    (hM : ∀ a, (M a)ᴴ = M a) (hP : IsLevelProjector U P) (hQ : IsLevelProjector U Q)
    (e : ι → ℂ) :
    (Fintype.card ι : ℝ) * strength P Q (dipole M e) =
      (∑ a, ‖e a‖ ^ 2) * ∑ a, strength P Q (M a) := by
  obtain ⟨c, hc⟩ := tensor_isotropic h hP.commutes hQ.commutes
  have ht := strength_eq_trace hP.hermitian hP.idempotent hQ.hermitian hQ.idempotent
  have hs : ∀ a, (strength P Q (M a) : ℂ) = c := fun a => by
    rw [ht, hM a, hc a a, if_pos rfl]
  -- only the diagonal of the tensor contributes
  have he : (strength P Q (dipole M e) : ℂ) = c * ∑ a, (‖e a‖ : ℂ) ^ 2 := by
    have hd : (dipole M e)ᴴ = ∑ a, star (e a) • M a := by
      simp [dipole, Matrix.conjTranspose_sum, hM]
    rw [ht, hd, dipole, trace_bilinear P Q M (fun a => star (e a)) e, Finset.mul_sum]
    refine Finset.sum_congr rfl fun b _ => ?_
    simp only [absorptionTensor, Matrix.of_apply, hc, mul_ite, ite_mul, mul_zero, zero_mul,
      Finset.sum_ite_eq', Finset.mem_univ, if_true]
    rw [← Complex.conj_mul', starRingEnd_apply]
    ring
  apply Complex.ofReal_injective
  push_cast
  rw [he]
  simp only [hs, Finset.sum_const, Finset.card_univ, nsmul_eq_mul]
  ring

/-- In three dimensions the total absorption strength for any normalised complex polarisation
is the mean of the strengths along the three axes. -/
theorem absorption_independent_of_polarisation {U : G → Matrix n n ℂ}
    {R : G → Matrix (Fin 3) (Fin 3) ℝ} {M : Fin 3 → Matrix n n ℂ} {P Q : Matrix n n ℂ}
    (h : IsVectorOperator U R M) (hM : ∀ a, (M a)ᴴ = M a)
    (hP : IsLevelProjector U P) (hQ : IsLevelProjector U Q)
    (e : Fin 3 → ℂ) (he : ∑ a, ‖e a‖ ^ 2 = 1) :
    strength P Q (dipole M e) = (∑ a, strength P Q (M a)) / 3 := by
  have key := strength_polarisation h hM hP hQ e
  rw [he, Fintype.card_fin] at key
  push_cast at key
  linarith

/-- A twofold and a threefold rotation acting on the Cartesian axes. -/
def rotR : Fin 2 → Matrix (Fin 3) (Fin 3) ℝ :=
  ![!![-1, 0, 0; 0, -1, 0; 0, 0, 1], !![0, 0, 1; 1, 0, 0; 0, 1, 0]]

/-- The two rotations of `rotR` acting on a spin one-half, each up to a phase. -/
def rotU : Fin 2 → Matrix (Fin 2) (Fin 2) ℂ :=
  ![!![1, 0; 0, -1], !![(1 - Complex.I) / 2, (-1 - Complex.I) / 2;
    (1 - Complex.I) / 2, (1 + Complex.I) / 2]]

/-- The three Pauli matrices. -/
def pauli : Fin 3 → Matrix (Fin 2) (Fin 2) ℂ :=
  ![!![0, 1; 1, 0], !![0, -Complex.I; Complex.I, 0], !![1, 0; 0, -1]]

/-- The two rotations have scalar commutant on the Cartesian axes. -/
theorem rotR_irreducible (X : Matrix (Fin 3) (Fin 3) ℂ)
    (h : ∀ g, X * cplx (rotR g) = cplx (rotR g) * X) :
    ∃ c : ℂ, X = c • (1 : Matrix (Fin 3) (Fin 3) ℂ) := by
  have k := fun g i j => congrFun (congrFun (h g) i) j
  -- the twofold rotation separates the third axis, the threefold one permutes the axes
  have a1 : X 0 2 = -X 0 2 ∧ X 1 2 = -X 1 2 := by
    simpa [cplx, rotR, Matrix.mul_apply, Fin.sum_univ_three] using And.intro (k 0 0 2) (k 0 1 2)
  have a2 : -X 2 0 = X 2 0 ∧ -X 2 1 = X 2 1 := by
    simpa [cplx, rotR, Matrix.mul_apply, Fin.sum_univ_three] using And.intro (k 0 2 0) (k 0 2 1)
  have b1 : X 1 1 = X 0 0 ∧ X 2 2 = X 1 1 := by
    simpa [cplx, rotR, Matrix.mul_apply, Fin.sum_univ_three] using And.intro (k 1 1 0) (k 1 2 1)
  have b2 : X 1 2 = X 0 1 ∧ X 2 1 = X 1 0 := by
    simpa [cplx, rotR, Matrix.mul_apply, Fin.sum_univ_three] using And.intro (k 1 1 1) (k 1 2 0)
  have z02 : X 0 2 = 0 := by linear_combination (1 / 2) * a1.1
  have z12 : X 1 2 = 0 := by linear_combination (1 / 2) * a1.2
  have z20 : X 2 0 = 0 := by linear_combination (-1 / 2) * a2.1
  have z21 : X 2 1 = 0 := by linear_combination (-1 / 2) * a2.2
  have z01 : X 0 1 = 0 := b2.1.symm.trans z12
  have z10 : X 1 0 = 0 := b2.2.symm.trans z21
  have d2 : X 2 2 = X 0 0 := b1.2.trans b1.1
  refine ⟨X 0 0, ?_⟩
  ext i j
  fin_cases i <;> fin_cases j <;> simp [z01, z02, z10, z12, z20, z21, b1.1, d2]

set_option maxHeartbeats 400000 in
/-- The Pauli matrices on a spin doublet are Hermitian and form a vector operator under the two
rotations, the identity is a level projector, and the trace for the first axis equals two. -/
theorem spin_doublet_witness :
    IsVectorOperator rotU rotR pauli ∧ (∀ a, (pauli a)ᴴ = pauli a) ∧
      IsLevelProjector rotU 1 ∧ trace (1 * pauli 0 * 1 * pauli 0) = 2 := by
  have h2 : (starRingEnd ℂ) 2 = 2 := by apply Complex.ext <;> simp
  refine ⟨⟨?_, ?_, ?_, rotR_irreducible⟩, ?_, ⟨by simp, by simp, by simp⟩, ?_⟩
  · intro g
    fin_cases g <;> ext i j <;> fin_cases i <;> fin_cases j <;> apply Complex.ext <;>
      simp [h2, rotU, Matrix.mul_apply, Fin.sum_univ_two] <;> norm_num
  · intro g
    fin_cases g <;> ext i j <;> fin_cases i <;> fin_cases j <;>
      simp [rotR, Matrix.mul_apply, Fin.sum_univ_three]
  · intro g a
    fin_cases g <;> fin_cases a <;> ext i j <;> fin_cases i <;> fin_cases j <;>
      apply Complex.ext <;>
      simp [h2, rotU, rotR, pauli, Matrix.mul_apply, Fin.sum_univ_two, Fin.sum_univ_three] <;>
      norm_num
  · intro a
    fin_cases a <;> ext i j <;> fin_cases i <;> fin_cases j <;> simp [pauli]
  · norm_num [pauli, Matrix.trace, Matrix.mul_apply, Fin.sum_univ_two]

end

end IsotropicAbsorption
```

```lean
#print axioms IsotropicAbsorption.absorption_independent_of_polarisation
```

```
'IsotropicAbsorption.absorption_independent_of_polarisation' depends on axioms: [propext, Classical.choice, Quot.sound]
```

## From bilinearity to isotropy

`trace_bilinear` expands the trace for two linear combinations of the components. It is used twice: with columns of `R g` as coefficients in the invariance argument, and with \(\overline{e_a}\) and \(e_b\) in the strength formula.

In `tensor_invariant`, the step `h1` pulls the symmetry operation out of the product. The following `calc` removes it by cyclicity of the trace, applies the transformation law, and recognises the double sum as an entry of \(R^TSR\).

`tensor_isotropic` first transfers \(RR^T=1\) from real to complex matrices, as `ho`. Its `calc` block is the chain \(RS=RR^TSR=SR\). The invariance enters through `congrArg`, which multiplies the whole equation \(S=R^TSR\) by \(R\). A plain rewrite would also replace the \(S\) on the right-hand side of the goal.

## A hypothesis used as a function

The argument turns on the field `irreducible`. It is a statement about every matrix `X`, and in Lean a proof of such a statement is a function: given a matrix and a proof that it commutes with all `cplx (R g)`, it returns a proof that the matrix is scalar. The call `h.irreducible (absorptionTensor P Q M)` supplies the matrix, and the argument beginning `fun g` supplies the commutation for each operation. `obtain ⟨c, hc⟩` then unpacks the constant and the equation \(S=c\,1\), whose entries are read off with `congrFun`. This is the only place in the proof where the commutant condition is used.

## Strengths as real numbers

`strength_eq_trace` follows the calculation of \(I(A)\) above. After the traces have been matched, `generalize` replaces \(QAP\) by a single matrix `B`, and what remains is \(\operatorname{tr}(B^*B)=\sum_{i,j}|B_{ij}|^2\).

In `strength_polarisation`, `hs` identifies every axis strength with \(c\), and `he` gives \(c\sum_a|e_a|^2\) for a general polarisation. Strengths are real while the trace is complex, so the identity is proved in the complex numbers and brought back by `Complex.ofReal_injective`. The three-dimensional theorem inserts the normalisation and divides by three.

## A spin doublet under two rotations

The file ends with a concrete case in which the Pauli matrices play the role of magnetic dipole components. `rotR` contains a twofold rotation about the third axis and a threefold rotation that permutes the axes; together they generate the rotation group of the tetrahedron. `rotU` contains their action on spin one-half.

`rotR_irreducible` compares entries. Commuting with the twofold rotation forces the entries linking the third axis to the other two to vanish. Commuting with the threefold rotation carries these zeros to the remaining off-diagonal entries and makes the diagonal entries equal.

`spin_doublet_witness` checks unitarity, orthogonality, the transformation law and Hermiticity entry by entry. The whole doublet serves as both initial and final level, so its projector is the identity and the projector conditions follow by simplification. The trace for the first axis is \(\operatorname{tr}(\sigma_x^2)=2\), so the constant \(c\) is nonzero in this example. The example shows that the hypotheses can be met; it does not describe an absorption line, because transitions within one degenerate level have zero frequency.
